# For a continuous spherical density error of finite radius and zero net charge, the form-factor error is bounded by a multiple of q²

Two spherical models of the same atom, say a fitted density and a reference density, contain the same number of electrons but distribute them differently along the radius. Their X-ray form factors agree in the forward direction, where only the electron count matters. How far apart can they be at a small but nonzero momentum transfer q?

## The bound at every momentum transfer

Let D(r) be the difference of the two densities, continuous on [0, R] and ignored beyond R. Write sinc x = sin x / x for x ≠ 0, with sinc 0 = 1, and define

F(q) = ∫₀ᴿ r² D(r) sinc(qr) dr

Mₙ = ∫₀ᴿ rⁿ D(r) dr

The form-factor error is 4πF(q), and the error in the electron count is 4πM₂. If M₂ = 0, then for every real q

|F(q)| ≤ (q²/6) ∫₀ᴿ r⁴ |D(r)| dr.

## Normalisation checks and division by q²

A code that compares form factors from two radial densities can use the bound as a test: for spherical densities on a finite radius, a difference that levels off at a nonzero value as q → 0 reveals unequal electron counts. The Fourier transform of the electrostatic potential of the density error is proportional to F(q)/q², and in this spherical, finite-radius model the quotient has the finite limit −M₄/6 when M₂ = 0. That limit supplies the value at q = 0, where the division can't be carried out.

## From the cosine inequality to the form factor

For x ≥ 0, start from cos x ≥ 1 − x²/2 and integrate from 0 to x three times in succession:

sin x ≥ x − x³/6

cos x ≤ 1 − x²/2 + x⁴/24

sin x ≤ x − x³/6 + x⁵/120

Divide the two sine inequalities by x > 0, and use sin x ≤ x as well. Since sinc is even and sinc 0 = 1, for all real x

1 − x²/6 ≤ sinc x ≤ 1

0 ≤ sinc x − (1 − x²/6) ≤ x⁴/120.

The first line gives |sinc(qr) − 1| ≤ q²r²/6. Subtracting M₂ from F(q) under the integral gives

|F(q) − M₂| = |∫₀ᴿ r² D(r) (sinc(qr) − 1) dr| ≤ (q²/6) ∫₀ᴿ r⁴ |D(r)| dr.

Setting M₂ = 0 yields the bound. The second line gives, in the same way,

|F(q) − (M₂ − q²M₄/6)| ≤ (q⁴/120) ∫₀ᴿ r⁶ |D(r)| dr.

With M₂ = 0, division by q² leaves

|F(q)/q² + M₄/6| ≤ (q²/120) ∫₀ᴿ r⁶ |D(r)| dr,

and the right side vanishes as q → 0.

Conversely, suppose |F(q)| ≤ Cq² for all q > 0, and let A = ∫₀ᴿ r⁴ |D(r)| dr. Then

|M₂| ≤ |F(q)| + |F(q) − M₂| ≤ (C + A/6) q²,

which forces M₂ = 0 because q can be made arbitrarily small.

Without the condition M₂ = 0 the bound fails already for D(r) = 1 on [0, 1]. There M₂ = 1/3 and F(1) = sin 1 − cos 1 ≈ 0.301, while the right side at q = 1 is 1/30 ≈ 0.033.

## Radial moments and form factors in Lean

`radialMoment D R n` is Mₙ and `formFactor D R q` is F(q), both without the factor 4π. The density error is a function `D : ℝ → ℝ`, but `hD` requires continuity only on `Set.Icc 0 R`, the closed interval [0, R]. The hypothesis `hR` allows R = 0, where every integral is zero, and `h0` states that the electron counts agree.

`neutral_formFactor_bound` is the main bound. `formFactor_eq_sin` turns F(q) into the integral with sin(qr)/(qr) for q ≠ 0; Lean's value 0 for the quotient at r = 0 does no harm, because the factor r² vanishes there.

```lean
import Mathlib

open Filter Topology

namespace DiffractionFormFactor

noncomputable section

/-- The radial moment `∫₀ᴿ rⁿ D(r) dr` of a spherical density error `D`; for `n = 2` it is the
total charge error up to the factor `4π`. -/
def radialMoment (D : ℝ → ℝ) (R : ℝ) (n : ℕ) : ℝ :=
  ∫ r in (0 : ℝ)..R, r ^ n * D r

/-- The form-factor error `∫₀ᴿ r² D(r) sinc(qr) dr` at momentum transfer `q`, up to the
factor `4π`. -/
def formFactor (D : ℝ → ℝ) (R q : ℝ) : ℝ :=
  ∫ r in (0 : ℝ)..R, r ^ 2 * D r * Real.sinc (q * r)

/-- A differentiable function on `ℝ` that vanishes at `0` and has nonnegative slope on `[0, ∞)` is
nonnegative there. -/
theorem nonneg_of_slope {f f' : ℝ → ℝ} (h0 : f 0 = 0) (hf : ∀ x, HasDerivAt f (f' x) x)
    (hp : ∀ x, 0 ≤ x → 0 ≤ f' x) {x : ℝ} (hx : 0 ≤ x) : 0 ≤ f x := by
  have hm : MonotoneOn f (Set.Ici 0) :=
    monotoneOn_of_deriv_nonneg (convex_Ici 0)
      (fun y _ => (hf y).continuousAt.continuousWithinAt)
      (fun y _ => (hf y).differentiableAt.differentiableWithinAt)
      (fun y hy => by
        rw [(hf y).deriv]
        exact hp y (interior_subset hy))
  have h := hm (Set.mem_Ici.2 le_rfl) (Set.mem_Ici.2 hx) hx
  linarith

/-- The function `sinc x` lies between `1 - x²/6` and `1`, and is also at most `1 - x²/6 + x⁴/120`.
-/
theorem sinc_bounds (x : ℝ) : 1 - x ^ 2 / 6 ≤ Real.sinc x ∧ Real.sinc x ≤ 1 ∧
    Real.sinc x ≤ 1 - x ^ 2 / 6 + x ^ 4 / 120 := by
  have p2 (y : ℝ) : HasDerivAt (fun t : ℝ => t ^ 2) (2 * y) y := by
    simpa using hasDerivAt_pow 2 y
  have p3 (y : ℝ) : HasDerivAt (fun t : ℝ => t ^ 3) (3 * y ^ 2) y := by
    simpa using hasDerivAt_pow 3 y
  have p4 (y : ℝ) : HasDerivAt (fun t : ℝ => t ^ 4) (4 * y ^ 3) y := by
    simpa using hasDerivAt_pow 4 y
  have p5 (y : ℝ) : HasDerivAt (fun t : ℝ => t ^ 5) (5 * y ^ 4) y := by
    simpa using hasDerivAt_pow 5 y
  -- integrate the cosine bound three times
  have s3 (y : ℝ) (hy : 0 ≤ y) : 0 ≤ Real.sin y - y + y ^ 3 / 6 :=
    nonneg_of_slope (f := fun t => Real.sin t - t + t ^ 3 / 6)
      (f' := fun t => Real.cos t - 1 + t ^ 2 / 2) (by simp)
      (fun t => (((Real.hasDerivAt_sin t).fun_sub (hasDerivAt_id' t)).fun_add
        ((p3 t).div_const 6)).congr_deriv (by ring))
      (fun t _ => by linarith [Real.one_sub_sq_div_two_le_cos (x := t)]) hy
  have c4 (y : ℝ) (hy : 0 ≤ y) : 0 ≤ 1 - y ^ 2 / 2 + y ^ 4 / 24 - Real.cos y :=
    nonneg_of_slope (f := fun t => 1 - t ^ 2 / 2 + t ^ 4 / 24 - Real.cos t)
      (f' := fun t => Real.sin t - t + t ^ 3 / 6) (by simp)
      (fun t => ((((hasDerivAt_const t (1 : ℝ)).fun_sub ((p2 t).div_const 2)).fun_add
        ((p4 t).div_const 24)).fun_sub (Real.hasDerivAt_cos t)).congr_deriv (by ring)) s3 hy
  have s5 (y : ℝ) (hy : 0 ≤ y) : 0 ≤ y - y ^ 3 / 6 + y ^ 5 / 120 - Real.sin y :=
    nonneg_of_slope (f := fun t => t - t ^ 3 / 6 + t ^ 5 / 120 - Real.sin t)
      (f' := fun t => 1 - t ^ 2 / 2 + t ^ 4 / 24 - Real.cos t) (by simp)
      (fun t => ((((hasDerivAt_id' t).fun_sub ((p3 t).div_const 6)).fun_add
        ((p5 t).div_const 120)).fun_sub (Real.hasDerivAt_sin t)).congr_deriv (by ring)) c4 hy
  have pos (y : ℝ) (hy : 0 < y) : 1 - y ^ 2 / 6 ≤ Real.sinc y ∧ Real.sinc y ≤ 1 ∧
      Real.sinc y ≤ 1 - y ^ 2 / 6 + y ^ 4 / 120 := by
    rw [Real.sinc_of_ne_zero hy.ne', le_div_iff₀ hy, div_le_iff₀ hy, div_le_iff₀ hy]
    refine ⟨?_, ?_, ?_⟩
    · nlinarith [s3 y hy.le]
    · linarith [Real.sin_le hy.le]
    · nlinarith [s5 y hy.le]
  rcases lt_trichotomy x 0 with hx | hx | hx
  · have h := pos (-x) (by linarith)
    have e2 : (-x) ^ 2 = x ^ 2 := by ring
    have e4 : (-x) ^ 4 = x ^ 4 := by ring
    rwa [Real.sinc_neg, e2, e4] at h
  · subst hx
    simp
  · exact pos x hx

/-- If a continuous kernel `k` satisfies `|k(r)| ≤ c rᵐ` for all real `r`, then the integral of `r²
D k` over `[0, R]` has absolute value at most `c` times the absolute moment of order `m + 2`. -/
theorem kernel_bound {D : ℝ → ℝ} {R c : ℝ} (k : ℝ → ℝ) (m : ℕ) (hR : 0 ≤ R)
    (hD : ContinuousOn D (Set.Icc 0 R)) (hk : Continuous k) (hb : ∀ r, |k r| ≤ c * r ^ m) :
    |∫ r in (0 : ℝ)..R, r ^ 2 * D r * k r| ≤ c * ∫ r in (0 : ℝ)..R, r ^ (m + 2) * |D r| := by
  rw [← intervalIntegral.integral_const_mul]
  refine (intervalIntegral.abs_integral_le_integral_abs hR).trans
    (intervalIntegral.integral_mono_on hR ?_ ?_ ?_)
  · exact ContinuousOn.intervalIntegrable_of_Icc hR (by fun_prop)
  · exact ContinuousOn.intervalIntegrable_of_Icc hR (by fun_prop)
  · intro r _
    rw [abs_mul, abs_mul, abs_of_nonneg (sq_nonneg r)]
    calc r ^ 2 * |D r| * |k r| ≤ r ^ 2 * |D r| * (c * r ^ m) :=
          mul_le_mul_of_nonneg_left (hb r) (by positivity)
      _ = c * (r ^ (m + 2) * |D r|) := by ring

/-- At nonzero momentum transfer the form-factor error is the integral of
`r² D(r) sin(qr)/(qr)`. -/
theorem formFactor_eq_sin (D : ℝ → ℝ) (R : ℝ) {q : ℝ} (hq : q ≠ 0) :
    formFactor D R q = ∫ r in (0 : ℝ)..R, r ^ 2 * D r * (Real.sin (q * r) / (q * r)) := by
  unfold formFactor
  congr 1
  ext r
  by_cases hr : r = 0
  · simp [hr]
  · rw [Real.sinc_of_ne_zero (mul_ne_zero hq hr)]

/-- With the factor `4π` left out throughout, the form-factor error differs from the charge error by
at most `q²/6` times the absolute fourth moment. -/
theorem formFactor_sub_charge {D : ℝ → ℝ} {R : ℝ} (hR : 0 ≤ R)
    (hD : ContinuousOn D (Set.Icc 0 R)) (q : ℝ) :
    |formFactor D R q - radialMoment D R 2| ≤
      q ^ 2 / 6 * ∫ r in (0 : ℝ)..R, r ^ 4 * |D r| := by
  have hs : Continuous fun r : ℝ => Real.sinc (q * r) :=
    Real.continuous_sinc.comp (continuous_const.mul continuous_id)
  have e : formFactor D R q - radialMoment D R 2 =
      ∫ r in (0 : ℝ)..R, r ^ 2 * D r * (Real.sinc (q * r) - 1) := by
    unfold formFactor radialMoment
    rw [← intervalIntegral.integral_sub]
    · congr 1
      ext r
      ring
    · exact ContinuousOn.intervalIntegrable_of_Icc hR
        (((continuous_pow 2).continuousOn.mul hD).mul hs.continuousOn)
    · exact ContinuousOn.intervalIntegrable_of_Icc hR (by fun_prop)
  rw [e]
  refine kernel_bound (fun r => Real.sinc (q * r) - 1) 2 hR hD (hs.sub continuous_const) ?_
  intro r
  obtain ⟨h1, h2, _⟩ := sinc_bounds (q * r)
  rw [abs_le]
  constructor
  · nlinarith
  · nlinarith [sq_nonneg (q * r)]

/-- With the factor `4π` left out throughout: for a density error of zero total charge, the
form-factor error is at most `q²/6` times the absolute fourth moment. -/
theorem neutral_formFactor_bound {D : ℝ → ℝ} {R : ℝ} (hR : 0 ≤ R)
    (hD : ContinuousOn D (Set.Icc 0 R)) (h0 : radialMoment D R 2 = 0) (q : ℝ) :
    |formFactor D R q| ≤ q ^ 2 / 6 * ∫ r in (0 : ℝ)..R, r ^ 4 * |D r| := by
  simpa only [h0, sub_zero] using formFactor_sub_charge hR hD q

/-- With the factor `4π` left out throughout, the form-factor error equals its charge term minus
`q²/6` times the fourth moment, up to `q⁴/120` times the absolute sixth moment. -/
theorem formFactor_second_order {D : ℝ → ℝ} {R : ℝ} (hR : 0 ≤ R)
    (hD : ContinuousOn D (Set.Icc 0 R)) (q : ℝ) :
    |formFactor D R q - (radialMoment D R 2 - q ^ 2 / 6 * radialMoment D R 4)| ≤
      q ^ 4 / 120 * ∫ r in (0 : ℝ)..R, r ^ 6 * |D r| := by
  have hs : Continuous fun r : ℝ => Real.sinc (q * r) :=
    Real.continuous_sinc.comp (continuous_const.mul continuous_id)
  have e1 : radialMoment D R 2 - q ^ 2 / 6 * radialMoment D R 4 =
      ∫ r in (0 : ℝ)..R, r ^ 2 * D r * (1 - (q * r) ^ 2 / 6) := by
    unfold radialMoment
    rw [← intervalIntegral.integral_const_mul, ← intervalIntegral.integral_sub]
    · congr 1
      ext r
      ring
    · exact ContinuousOn.intervalIntegrable_of_Icc hR (by fun_prop)
    · exact ContinuousOn.intervalIntegrable_of_Icc hR (by fun_prop)
  have e2 : formFactor D R q - (radialMoment D R 2 - q ^ 2 / 6 * radialMoment D R 4) =
      ∫ r in (0 : ℝ)..R, r ^ 2 * D r * (Real.sinc (q * r) - (1 - (q * r) ^ 2 / 6)) := by
    rw [e1]
    unfold formFactor
    rw [← intervalIntegral.integral_sub]
    · congr 1
      ext r
      ring
    · exact ContinuousOn.intervalIntegrable_of_Icc hR
        (((continuous_pow 2).continuousOn.mul hD).mul hs.continuousOn)
    · exact ContinuousOn.intervalIntegrable_of_Icc hR (by fun_prop)
  rw [e2]
  refine kernel_bound (fun r => Real.sinc (q * r) - (1 - (q * r) ^ 2 / 6)) 4 hR hD
    (hs.sub (by fun_prop)) ?_
  intro r
  obtain ⟨h1, _, h3⟩ := sinc_bounds (q * r)
  have h4 : q ^ 4 / 120 * r ^ 4 = (q * r) ^ 4 / 120 := by ring
  rw [h4, abs_of_nonneg (by linarith)]
  linarith

/-- With the factor `4π` left out throughout: for a density error of zero total charge, the
form-factor error divided by `q²` tends to minus one sixth of the fourth moment as `q` tends to
zero. -/
theorem neutral_formFactor_limit {D : ℝ → ℝ} {R : ℝ} (hR : 0 ≤ R)
    (hD : ContinuousOn D (Set.Icc 0 R)) (h0 : radialMoment D R 2 = 0) :
    Tendsto (fun q => formFactor D R q / q ^ 2) (𝓝[≠] 0) (𝓝 (-radialMoment D R 4 / 6)) := by
  have hc : Continuous fun q : ℝ => q ^ 2 / 120 * ∫ r in (0 : ℝ)..R, r ^ 6 * |D r| :=
    ((continuous_pow 2).div_const 120).mul continuous_const
  have hl : Tendsto (fun q : ℝ => q ^ 2 / 120 * ∫ r in (0 : ℝ)..R, r ^ 6 * |D r|)
      (𝓝[≠] 0) (𝓝 0) := by
    have h := hc.tendsto 0
    have hz : (0 : ℝ) ^ 2 / 120 * (∫ r in (0 : ℝ)..R, r ^ 6 * |D r|) = 0 := by ring
    rw [hz] at h
    exact h.mono_left nhdsWithin_le_nhds
  rw [tendsto_iff_norm_sub_tendsto_zero]
  refine squeeze_zero' (Eventually.of_forall fun _ => norm_nonneg _) ?_ hl
  filter_upwards [self_mem_nhdsWithin] with q hq
  have hq0 : q ≠ 0 := hq
  have hq2 : 0 < q ^ 2 := by positivity
  have h := formFactor_second_order hR hD q
  have e : formFactor D R q / q ^ 2 - -radialMoment D R 4 / 6 =
      (formFactor D R q - (radialMoment D R 2 - q ^ 2 / 6 * radialMoment D R 4)) / q ^ 2 := by
    rw [h0]
    field_simp
    ring
  rw [Real.norm_eq_abs, e, abs_div, abs_of_pos hq2, div_le_iff₀ hq2]
  exact h.trans_eq (by ring)

/-- The total charge error vanishes exactly when the form-factor error is bounded by a constant
times `q²` for all positive `q`. -/
theorem neutral_iff_quadratic_bound {D : ℝ → ℝ} {R : ℝ} (hR : 0 ≤ R)
    (hD : ContinuousOn D (Set.Icc 0 R)) :
    radialMoment D R 2 = 0 ↔ ∃ C : ℝ, ∀ q, 0 < q → |formFactor D R q| ≤ C * q ^ 2 := by
  constructor
  · intro h0
    refine ⟨(∫ r in (0 : ℝ)..R, r ^ 4 * |D r|) / 6, fun q _ => ?_⟩
    exact (neutral_formFactor_bound hR hD h0 q).trans_eq (by ring)
  · rintro ⟨C, hC⟩
    by_contra hM
    have hMpos : 0 < |radialMoment D R 2| := abs_pos.2 hM
    set A := ∫ r in (0 : ℝ)..R, r ^ 4 * |D r| with hA
    set K := |C + A / 6| + 1 with hK
    have hKpos : 0 < K := by positivity
    -- choose q so that K * q ^ 2 is half of |radialMoment D R 2|
    have hx : 0 < |radialMoment D R 2| / (2 * K) := by positivity
    have hq := Real.sqrt_pos.2 hx
    have hsq := Real.sq_sqrt hx.le
    set q := Real.sqrt (|radialMoment D R 2| / (2 * K))
    have h1 := hC q hq
    have h2 := formFactor_sub_charge hR hD q
    rw [← hA] at h2
    have h3 : |radialMoment D R 2| ≤
        |formFactor D R q| + |formFactor D R q - radialMoment D R 2| := by
      have h := abs_sub (formFactor D R q) (formFactor D R q - radialMoment D R 2)
      rwa [sub_sub_cancel] at h
    have h4 : (C + A / 6) * q ^ 2 ≤ K * q ^ 2 :=
      mul_le_mul_of_nonneg_right (by linarith [le_abs_self (C + A / 6)]) (sq_nonneg q)
    have h5 : K * q ^ 2 = |radialMoment D R 2| / 2 := by
      rw [hsq]
      field_simp
    linarith

end

end DiffractionFormFactor
```

```lean
#print axioms DiffractionFormFactor.formFactor_eq_sin
#print axioms DiffractionFormFactor.neutral_formFactor_bound
#print axioms DiffractionFormFactor.neutral_formFactor_limit
#print axioms DiffractionFormFactor.neutral_iff_quadratic_bound
```

```
'DiffractionFormFactor.formFactor_eq_sin' depends on axioms: [propext, Classical.choice, Quot.sound]
'DiffractionFormFactor.neutral_formFactor_bound' depends on axioms: [propext, Classical.choice, Quot.sound]
'DiffractionFormFactor.neutral_formFactor_limit' depends on axioms: [propext, Classical.choice, Quot.sound]
'DiffractionFormFactor.neutral_iff_quadratic_bound' depends on axioms: [propext, Classical.choice, Quot.sound]
```

The successive integrations appear as applications of `nonneg_of_slope`: a differentiable function that is zero at x = 0 and has nonnegative slope for x ≥ 0 stays nonnegative there. Inside `sinc_bounds`, the steps `s3`, `c4` and `s5` are the three inequalities above, `pos` divides by x, and the final case split covers negative x by evenness and x = 0 directly.

`kernel_bound` takes the absolute value inside the integral and applies a pointwise estimate. `formFactor_sub_charge` combines two integrals into one and uses this lemma with m = 2; `formFactor_second_order` does the same with m = 4. The main bound follows by substituting `h0`.

`neutral_formFactor_limit` squeezes the distance to −M₄/6 between zero and a multiple of q². In `neutral_iff_quadratic_bound`, the converse replaces the limit by one explicit choice, q² = |M₂|/(2K) with K = |C + A/6| + 1. This would give |M₂| ≤ |M₂|/2, a contradiction when M₂ ≠ 0.

## Spherical densities, finite radius and exact integrals

The theorems concern exact integrals of a spherical density error on a finite interval. A cusp at the nucleus is allowed, since D need only be continuous, and D(R) need not be zero. Aspherical bonding density, tails beyond R, thermal motion and anomalous scattering are not included.

Quadrature and rounding errors need their own estimates. If normalisation leaves a small nonzero M₂, `formFactor_sub_charge` still applies: F(q) stays within the quadratic bound of M₂ instead of zero. Finding a constant C with |F(q)| ≤ Cq² at finitely many positive q can't establish M₂ = 0, because such a constant always exists. The value at q = 0 tests it directly, since F(0) = M₂.

The variable q multiplies r directly inside the sine. Form-factor tables that use s = sin θ/λ, with θ half the scattering angle and λ the wavelength, therefore need the conversion q = 4πs before the bound is applied.
